# Fermi-Dirac smearing in a two-level model: the Hellmann-Feynman sum is the derivative of the free energy, not of the internal energy

With fractional occupations fᵢ, the sum Σ fᵢ dεᵢ/dt over the level slopes looks like the derivative of the energy E = Σ fᵢ εᵢ with respect to a parameter t. Treating it as such drops the term Σ εᵢ dfᵢ/dt, which arises because the occupations follow the levels. A force taken from the sum then disagrees with a finite difference of E, and the mismatch can be mistaken for a numerical error. For two levels t and −t with Fermi-Dirac occupations at inverse temperature β that sum to one (one fermion on average, not a system of exactly one fermion), the dropped term is −βt/(2cosh²(βt/2)). At β = 1, t = 2 it is about −0.42, against a sum of about −0.76. This simplified one-parameter model, with prescribed levels, shows the point that arises for forces in smeared electronic-structure calculations: here the sum is the derivative of the free energy F = E − TS, with S the entropy of the occupations and T = 1/β (Boltzmann's constant set to one), and not of E.

The Hellmann-Feynman theorem proper identifies the slope of an eigenvalue with the expectation value of the derivative of the Hamiltonian; no operator appears below, and only the occupation-weighted sum of slopes carries the name. The paragraphs on what fails when a hypothesis is removed are hand arguments, not theorems of the file.

## The model, fixed by definition

```lean
import Mathlib

open Finset

namespace TwoLevelFermiSmearing

noncomputable section
```

The levels are ε₀ = t and ε₁ = −t, indexed by `Fin 2`. They depend on t alone, so there is no self-consistent feedback from occupations to levels, no sum over k-points and no spin factor.

```lean
/-- The two single-particle levels `t` and `-t` as functions of the parameter `t`. -/
def level (t : ℝ) : Fin 2 → ℝ := ![t, -t]
```

Each level carries the occupation f = 1/(1 + exp(β(ε − μ))), with β and μ arbitrary reals. The count is N = Σ f and the internal energy is E = Σ f ε.

```lean
/-- Fermi-Dirac occupation of a level `ε` at inverse temperature `β` and chemical
potential `μ`. -/
def occupation (β μ ε : ℝ) : ℝ := 1 / (1 + Real.exp (β * (ε - μ)))

/-- Sum of the occupations of the two levels. -/
def electronCount (β μ t : ℝ) : ℝ := ∑ i, occupation β μ (level t i)

/-- Internal energy: the occupation-weighted sum of the levels. -/
def internalEnergy (β μ t : ℝ) : ℝ := ∑ i, occupation β μ (level t i) * level t i
```

The sum H = Σ f dε/dt uses `deriv (fun s => level s i) t`, so the slopes are computed, not inserted. Lean's `deriv` returns zero for a function that is not differentiable, which plays no part, since both the levels and E are given `HasDerivAt` proofs.

```lean
/-- Hellmann-Feynman sum: the occupation-weighted sum of the derivatives of the levels
with respect to the parameter. -/
def hellmannFeynman (β μ t : ℝ) : ℝ :=
  ∑ i, occupation β μ (level t i) * deriv (fun s => level s i) t
```

The entropy is S = −Σ [f ln f + (1 − f) ln(1 − f)] with Boltzmann's constant set to one. In `freeEnergy T β μ t` the temperature multiplying S and the inverse temperature in the occupations are separate arguments, tied only by a later hypothesis.

```lean
/-- Entropy `-(f ln f + (1 - f) ln (1 - f))` of one level with occupation `f`. -/
def modeEntropy (f : ℝ) : ℝ := -(f * Real.log f + (1 - f) * Real.log (1 - f))

/-- Electronic entropy of the two levels. -/
def entropy (β μ t : ℝ) : ℝ := ∑ i, modeEntropy (occupation β μ (level t i))

/-- Free energy `E - T S`, with temperature `T` and occupations taken at inverse
temperature `β`. -/
def freeEnergy (T β μ t : ℝ) : ℝ := internalEnergy β μ t - T * entropy β μ t
```

One identity needs no hypothesis. With x = β(ε − μ)/2,

f = 1/(1 + e^(2x)) = e^(−x)/(e^x + e^(−x)) = (cosh x − sinh x)/(2cosh x) = (1 − tanh x)/2.

The proof of `occupation_eq_tanh` writes e^(2x) as (cosh x + sinh x)² in `hexp`, cross-multiplies, and closes

2cosh x = (cosh x − sinh x)(1 + (cosh x + sinh x)²)

by `linear_combination` with cosh² x − sinh² x = 1.

```lean
/-- The Fermi-Dirac occupation equals `(1 - tanh (β (ε - μ) / 2)) / 2`. -/
theorem occupation_eq_tanh (β μ ε : ℝ) :
    occupation β μ ε = (1 - Real.tanh (β * (ε - μ) / 2)) / 2 := by
  obtain ⟨x, hx⟩ : ∃ x, x = β * (ε - μ) / 2 := ⟨_, rfl⟩
  rw [← hx]
  have hexp : Real.exp (β * (ε - μ))
      = (Real.cosh x + Real.sinh x) * (Real.cosh x + Real.sinh x) := by
    rw [Real.cosh_add_sinh, ← Real.exp_add]
    congr 1
    rw [hx]
    ring
  have hc : Real.cosh x ≠ 0 := (Real.cosh_pos x).ne'
  have h1 : 1 + (Real.cosh x + Real.sinh x) * (Real.cosh x + Real.sinh x) ≠ 0 := by
    rw [← hexp]
    positivity
  have h2 : (1 - Real.sinh x / Real.cosh x) / 2
      = (Real.cosh x - Real.sinh x) / (2 * Real.cosh x) := by
    field_simp
  have h3 := Real.cosh_sq_sub_sinh_sq x
  unfold occupation
  rw [hexp, Real.tanh_eq_sinh_div_cosh, h2,
    div_eq_div_iff h1 (mul_ne_zero two_ne_zero hc)]
  linear_combination (-(Real.cosh x + Real.sinh x)) * h3
```

## β ≠ 0 in the particle count

Physically `hβ : β ≠ 0` excludes infinite temperature. It does not require β > 0, so negative temperatures are covered. Put a = exp(β(t − μ)) and b = exp(β(−t − μ)). Then

N = 1/(1 + a) + 1/(1 + b) = 1
⇔ 2 + a + b = 1 + a + b + ab
⇔ ab = exp(−2βμ) = 1
⇔ βμ = 0.

The hypothesis enters at the end, to pass from βμ = 0 to μ = 0. In `electronCount_eq_one_iff` this is the step `resolve_left hβ` inside `key`, which states ab = 1 ⇔ μ = 0; the remainder clears the two positive denominators. At β = 0 both occupations equal 1/2 whatever μ is, so N = 1 for every μ and the count selects no chemical potential.

```lean
/-- For `β ≠ 0` and any `t`, the two occupations sum to one exactly when `μ = 0`. -/
theorem electronCount_eq_one_iff (β μ t : ℝ) (hβ : β ≠ 0) :
    electronCount β μ t = 1 ↔ μ = 0 := by
  have l0 : level t 0 = t := by simp [level]
  have l1 : level t 1 = -t := by simp [level]
  have ha : 1 + Real.exp (β * (t - μ)) ≠ 0 := by positivity
  have hb : 1 + Real.exp (β * (-t - μ)) ≠ 0 := by positivity
  -- the product of the two exponentials exp (β (ε - μ)) is exp (-2 β μ), equal to 1 iff μ = 0
  have key : Real.exp (β * (t - μ)) * Real.exp (β * (-t - μ)) = 1 ↔ μ = 0 := by
    rw [← Real.exp_add, Real.exp_eq_one_iff]
    constructor
    · intro h
      have h0 : β * μ = 0 := by linear_combination (-1 / 2 : ℝ) * h
      exact (mul_eq_zero.mp h0).resolve_left hβ
    · intro h
      rw [h]
      ring
  simp only [electronCount, Fin.sum_univ_two, l0, l1, occupation]
  rw [div_add_div _ _ ha hb, div_eq_one_iff_eq (mul_ne_zero ha hb)]
  constructor
  · intro h
    exact key.mp (by linear_combination (-1 : ℝ) * h)
  · intro h
    have h' := key.mpr h
    linear_combination (-1 : ℝ) * h'
```

## μ = 0

This condition is not a named hypothesis: it is the argument `0` in every later theorem about E, H, S and F. By the theorem above, for β ≠ 0 it is the one chemical potential at which the occupations sum to one, that is, one particle on average, and it is the same for all t. Differentiating at fixed μ = 0 is therefore differentiating at fixed N = 1. That coincidence comes from the symmetry of the levels about zero; a model in which μ must move with t is not covered.

By hand, μ = 0 makes the two tanh arguments opposite. With τ = tanh(βt/2) and tanh odd,

f₀ = (1 − τ)/2,  f₁ = (1 + τ)/2,
H = f₀·(+1) + f₁·(−1) = −τ,
E = f₀ t + f₁(−t) = −tτ.

In both proofs `sub_zero` removes μ and `Real.tanh_neg` supplies the oddness; `d0` and `d1` are the slopes +1 and −1.

```lean
/-- At `μ = 0` the Hellmann-Feynman sum is `-tanh (β t / 2)`. -/
theorem hellmannFeynman_eq (β t : ℝ) :
    hellmannFeynman β 0 t = -Real.tanh (β * t / 2) := by
  have l0 : level t 0 = t := by simp [level]
  have l1 : level t 1 = -t := by simp [level]
  have d0 : deriv (fun s => level s 0) t = 1 := by
    have e : (fun s : ℝ => level s 0) = fun s => s := by
      funext s
      simp [level]
    rw [e]
    exact (hasDerivAt_id' t).deriv
  have d1 : deriv (fun s => level s 1) t = -1 := by
    have e : (fun s : ℝ => level s 1) = fun s => -s := by
      funext s
      simp [level]
    rw [e]
    exact (hasDerivAt_id' t).fun_neg.deriv
  have e2 : β * -t / 2 = -(β * t / 2) := by ring
  simp only [hellmannFeynman, Fin.sum_univ_two, occupation_eq_tanh, l0, l1, d0, d1, sub_zero]
  rw [e2, Real.tanh_neg]
  ring

/-- At `μ = 0` the internal energy is `-t tanh (β t / 2)`. -/
theorem internalEnergy_eq (β t : ℝ) :
    internalEnergy β 0 t = -t * Real.tanh (β * t / 2) := by
  have l0 : level t 0 = t := by simp [level]
  have l1 : level t 1 = -t := by simp [level]
  have e2 : β * -t / 2 = -(β * t / 2) := by ring
  simp only [internalEnergy, Fin.sum_univ_two, occupation_eq_tanh, l0, l1, sub_zero]
  rw [e2, Real.tanh_neg]
  ring
```

The quotient rule with u = βt/2 gives

d(tanh u)/dt = (β/2)(cosh² u − sinh² u)/cosh² u = β/(2cosh² u).

In `hasDerivAt_tanh_half`, `hx` is du/dt = β/2, `fun_div` is the quotient rule and `num` reduces the numerator.

```lean
/-- The derivative of `tanh (β t / 2)` with respect to `t` is `β / (2 cosh² (β t / 2))`. -/
theorem hasDerivAt_tanh_half (β t : ℝ) :
    HasDerivAt (fun s => Real.tanh (β * s / 2)) (β / (2 * Real.cosh (β * t / 2) ^ 2)) t := by
  have hx : HasDerivAt (fun s : ℝ => β * s / 2) (β / 2) t :=
    (((hasDerivAt_id' t).const_mul β).div_const 2).congr_deriv (by ring)
  have hc : Real.cosh (β * t / 2) ≠ 0 := (Real.cosh_pos _).ne'
  have e : (fun s => Real.tanh (β * s / 2))
      = fun s => Real.sinh (β * s / 2) / Real.cosh (β * s / 2) :=
    funext fun s => Real.tanh_eq_sinh_div_cosh _
  have h3 := Real.cosh_sq_sub_sinh_sq (β * t / 2)
  have num : Real.cosh (β * t / 2) * (β / 2) * Real.cosh (β * t / 2)
      - Real.sinh (β * t / 2) * (Real.sinh (β * t / 2) * (β / 2)) = β / 2 := by
    linear_combination (β / 2) * h3
  have hval : (Real.cosh (β * t / 2) * (β / 2) * Real.cosh (β * t / 2)
      - Real.sinh (β * t / 2) * (Real.sinh (β * t / 2) * (β / 2))) / Real.cosh (β * t / 2) ^ 2
      = β / (2 * Real.cosh (β * t / 2) ^ 2) := by
    rw [num, div_div]
  rw [e]
  exact (hx.sinh.fun_div hx.cosh hc).congr_deriv hval
```

The product rule, `fun_mul` in the proof, then gives

dE/dt = −tanh(βt/2) − βt/(2cosh²(βt/2)).

None of these four statements needs β ≠ 0.

```lean
/-- At `μ = 0` the internal energy has derivative
`-tanh (β t / 2) - β t / (2 cosh² (β t / 2))`. -/
theorem hasDerivAt_internalEnergy (β t : ℝ) :
    HasDerivAt (internalEnergy β 0)
      (-Real.tanh (β * t / 2) - β * t / (2 * Real.cosh (β * t / 2) ^ 2)) t := by
  have e : internalEnergy β 0 = fun s => -s * Real.tanh (β * s / 2) :=
    funext (internalEnergy_eq β)
  have hval : -1 * Real.tanh (β * t / 2) + -t * (β / (2 * Real.cosh (β * t / 2) ^ 2))
      = -Real.tanh (β * t / 2) - β * t / (2 * Real.cosh (β * t / 2) ^ 2) := by
    ring
  rw [e]
  exact ((hasDerivAt_id' t).fun_neg.fun_mul (hasDerivAt_tanh_half β t)).congr_deriv hval
```

At a fixed μ ≠ 0 and β > 0 the count changes with t: it is 2/(1 + exp(−βμ)) ≠ 1 at t = 0 and tends to 1 for large t. The entropy formula below then gives dF/dt = H + μ dN/dt for Tβ = 1, so at such a μ the free energy also fails to have H as its derivative wherever N varies, and F − μN takes its place.

## β ≠ 0 again, and t ≠ 0

Subtracting H = −tanh(βt/2),

dE/dt − H = −βt/(2cosh²(βt/2)).

The denominator is positive, so the difference vanishes exactly when βt = 0, and for β ≠ 0 exactly when t = 0. The theorem `deriv_internalEnergy_sub_hellmannFeynman` states the formula and the equivalence. Its proof obtains the formula `h` without `hβ`, and uses `hβ` once, to discard the factor β after `div_eq_zero_iff` and `mul_eq_zero`. At β = 0 the occupations do not respond to t, so E = 0 and H = 0 for all t and the equivalence fails at every t ≠ 0. At t = 0 the occupations do change, but both levels sit at zero and Σ ε df/dt vanishes.

```lean
/-- For `β ≠ 0` and `μ = 0`, the derivative of the internal energy minus the Hellmann-Feynman
sum is `-β t / (2 cosh² (β t / 2))`, and the two agree exactly when `t = 0`. -/
theorem deriv_internalEnergy_sub_hellmannFeynman (β t : ℝ) (hβ : β ≠ 0) :
    deriv (internalEnergy β 0) t - hellmannFeynman β 0 t
        = -(β * t) / (2 * Real.cosh (β * t / 2) ^ 2) ∧
      (deriv (internalEnergy β 0) t = hellmannFeynman β 0 t ↔ t = 0) := by
  have h : deriv (internalEnergy β 0) t - hellmannFeynman β 0 t
      = -(β * t) / (2 * Real.cosh (β * t / 2) ^ 2) := by
    rw [(hasDerivAt_internalEnergy β t).deriv, hellmannFeynman_eq]
    ring
  have hc : 2 * Real.cosh (β * t / 2) ^ 2 ≠ 0 :=
    mul_ne_zero two_ne_zero (pow_ne_zero 2 (Real.cosh_pos _).ne')
  refine ⟨h, ?_, ?_⟩
  · intro h0
    have h1 : -(β * t) / (2 * Real.cosh (β * t / 2) ^ 2) = 0 := by
      rw [← h, h0, sub_self]
    rcases div_eq_zero_iff.mp h1 with h2 | h2
    · exact (mul_eq_zero.mp (neg_eq_zero.mp h2)).resolve_left hβ
    · exact absurd h2 hc
  · intro h0
    have h1 : -(β * t) / (2 * Real.cosh (β * t / 2) ^ 2) = 0 := by
      rw [h0]
      simp
    exact sub_eq_zero.mp (h.trans h1)
```

## Tβ = 1

The hypothesis `hT : T * β = 1` says that the temperature weighting the entropy is the temperature of the occupations. Written as a product it involves no division, and it implies β ≠ 0, so μ = 0 keeps its meaning as the one-particle value.

The entropy of one level needs no hypothesis. With y = β(ε − μ),

ln f = −ln(1 + e^y),
1 − f = e^y/(1 + e^y),  ln(1 − f) = y − ln(1 + e^y),
−f ln f − (1 − f) ln(1 − f) = ln(1 + e^y) − (1 − f) y.

These lines are `h1`, `h2`, `h3` and the final `ring` of `modeEntropy_occupation`.

```lean
/-- The entropy of a level with Fermi-Dirac occupation `f` is `ln (1 + e^y) - (1 - f) y`
with `y = β (ε - μ)`. -/
theorem modeEntropy_occupation (β μ ε : ℝ) :
    modeEntropy (occupation β μ ε)
      = Real.log (1 + Real.exp (β * (ε - μ))) - (1 - occupation β μ ε) * (β * (ε - μ)) := by
  have hp : 0 < 1 + Real.exp (β * (ε - μ)) := by positivity
  have h1 : Real.log (occupation β μ ε) = -Real.log (1 + Real.exp (β * (ε - μ))) := by
    unfold occupation
    rw [one_div, Real.log_inv]
  have h2 : 1 - occupation β μ ε
      = Real.exp (β * (ε - μ)) / (1 + Real.exp (β * (ε - μ))) := by
    unfold occupation
    rw [eq_div_iff hp.ne', sub_mul, one_div, inv_mul_cancel₀ hp.ne']
    ring
  have h3 : Real.log (1 - occupation β μ ε)
      = β * (ε - μ) - Real.log (1 + Real.exp (β * (ε - μ))) := by
    rw [h2, Real.log_div (Real.exp_pos _).ne' hp.ne', Real.log_exp]
  unfold modeEntropy
  rw [h1, h3]
  ring
```

At μ = 0 the two values of y are βt and −βt. The logarithms combine through

(1 + e^(βt))(1 + e^(−βt)) = (2cosh(βt/2))²,

and the linear terms give −(1 − f₀)βt + (1 − f₁)βt = β(f₀ − f₁)t = βE. Hence

S = 2 ln(2cosh(βt/2)) + βE,
F = (1 − Tβ)E − 2T ln(2cosh(βt/2)).

The first use of Tβ = 1 removes the term in E and leaves F = −2T ln(2cosh(βt/2)). In `freeEnergy_eq` the product is `hprod`, its logarithm is `hlog`, and the closing `linear_combination` adds `hT` multiplied by −(f₀ − f₁)t, which is this cancellation.

```lean
/-- For `T β = 1` and `μ = 0` the free energy is `-2 T ln (2 cosh (β t / 2))`. -/
theorem freeEnergy_eq (T β t : ℝ) (hT : T * β = 1) :
    freeEnergy T β 0 t = -2 * T * Real.log (2 * Real.cosh (β * t / 2)) := by
  have l0 : level t 0 = t := by simp [level]
  have l1 : level t 1 = -t := by simp [level]
  have a1 : Real.exp (β * t) = Real.exp (β * t / 2) * Real.exp (β * t / 2) := by
    rw [← Real.exp_add]
    congr 1
    ring
  have a2 : Real.exp (β * -t) = Real.exp (-(β * t / 2)) * Real.exp (-(β * t / 2)) := by
    rw [← Real.exp_add]
    congr 1
    ring
  have a3 : Real.exp (β * t / 2) * Real.exp (-(β * t / 2)) = 1 := by
    rw [← Real.exp_add, add_neg_cancel, Real.exp_zero]
  -- the product of the two single-level partition functions
  have hprod : (1 + Real.exp (β * t)) * (1 + Real.exp (β * -t))
      = (2 * Real.cosh (β * t / 2)) ^ 2 := by
    rw [a1, a2, Real.cosh_eq]
    linear_combination (Real.exp (β * t / 2) * Real.exp (-(β * t / 2)) - 1) * a3
  have ha : 1 + Real.exp (β * t) ≠ 0 := by positivity
  have hb : 1 + Real.exp (β * -t) ≠ 0 := by positivity
  have hc : 2 * Real.cosh (β * t / 2) ≠ 0 := mul_ne_zero two_ne_zero (Real.cosh_pos _).ne'
  have hlog : Real.log (1 + Real.exp (β * t)) + Real.log (1 + Real.exp (β * -t))
      = 2 * Real.log (2 * Real.cosh (β * t / 2)) := by
    rw [← Real.log_mul ha hb, hprod, sq, Real.log_mul hc hc]
    ring
  -- the part of T S linear in the occupations cancels the internal energy
  simp only [freeEnergy, internalEnergy, entropy, Fin.sum_univ_two, modeEntropy_occupation,
    l0, l1, sub_zero]
  linear_combination (-T) * hlog - (occupation β 0 t - occupation β 0 (-t)) * t * hT
```

The second use comes after the chain rule:

dF/dt = −2T·(β/2)·sinh(βt/2)/cosh(βt/2) = −Tβ tanh(βt/2) = H.

In `hasDerivAt_freeEnergy` the last line chains cosh, logarithm and the constant factor, and `hval` sets Tβ to one.

```lean
/-- For `T β = 1` and `μ = 0` the derivative of the free energy is the Hellmann-Feynman sum. -/
theorem hasDerivAt_freeEnergy (T β t : ℝ) (hT : T * β = 1) :
    HasDerivAt (freeEnergy T β 0) (hellmannFeynman β 0 t) t := by
  have e : freeEnergy T β 0 = fun s => -2 * T * Real.log (2 * Real.cosh (β * s / 2)) :=
    funext fun s => freeEnergy_eq T β s hT
  have hx : HasDerivAt (fun s : ℝ => β * s / 2) (β / 2) t :=
    (((hasDerivAt_id' t).const_mul β).div_const 2).congr_deriv (by ring)
  have hc : 2 * Real.cosh (β * t / 2) ≠ 0 := mul_ne_zero two_ne_zero (Real.cosh_pos _).ne'
  have hval : -2 * T * (2 * (Real.sinh (β * t / 2) * (β / 2)) / (2 * Real.cosh (β * t / 2)))
      = hellmannFeynman β 0 t := by
    rw [hellmannFeynman_eq, Real.tanh_eq_sinh_div_cosh]
    linear_combination (-(Real.sinh (β * t / 2) / Real.cosh (β * t / 2))) * hT
  rw [e]
  exact (((hx.cosh.const_mul 2).log hc).const_mul (-2 * T)).congr_deriv hval
```

Since TS = E − F, subtracting the two derivatives with `fun_sub` shows that the entropy term accounts for the whole discrepancy:

d(TS)/dt = dE/dt − H = −βt/(2cosh²(βt/2)).

```lean
/-- For `T β = 1` and `μ = 0` the entropy term `T S` has derivative
`-β t / (2 cosh² (β t / 2))`. -/
theorem hasDerivAt_entropyTerm (T β t : ℝ) (hT : T * β = 1) :
    HasDerivAt (fun s => T * entropy β 0 s) (-(β * t) / (2 * Real.cosh (β * t / 2) ^ 2)) t := by
  have e : (fun s => T * entropy β 0 s)
      = fun s => internalEnergy β 0 s - freeEnergy T β 0 s := by
    funext s
    simp only [freeEnergy]
    ring
  have hval : -Real.tanh (β * t / 2) - β * t / (2 * Real.cosh (β * t / 2) ^ 2)
      - hellmannFeynman β 0 t = -(β * t) / (2 * Real.cosh (β * t / 2) ^ 2) := by
    rw [hellmannFeynman_eq]
    ring
  rw [e]
  exact ((hasDerivAt_internalEnergy β t).fun_sub
    (hasDerivAt_freeEnergy T β t hT)).congr_deriv hval
```

Without the hypothesis, T = 0 and β = 1 give F = E, whose derivative differs from H at every t ≠ 0. The identity dF/dt = H is obtained here from the closed form of F; stationarity of a free-energy functional under general variations of the occupations, and other smearing schemes, are not treated.

## The case T = β = 1

Both β ≠ 0 and Tβ = 1 hold for these values, through `one_ne_zero` and `one_mul 1`. For every real t, `unit_temperature_counterexample` states six things at μ = 0: N = 1; E = −t tanh(t/2); H = −tanh(t/2); E is differentiable at t with derivative H − t/(2cosh²(t/2)); for t ≠ 0 that derivative is not H; and F is differentiable at t with derivative H. Only the fifth clause carries a hypothesis, and it follows from the equivalence above by contraposition. The other clauses are the general theorems at β = 1.

```lean
/-- At `T = β = 1`, `μ = 0`: the occupations sum to one, `E = -t tanh (t/2)`, the
Hellmann-Feynman sum is `-tanh (t/2)`, `dE/dt` is that sum minus `t / (2 cosh² (t/2))` and
differs from it for `t ≠ 0`, while the derivative of the free energy equals it. -/
theorem unit_temperature_counterexample (t : ℝ) :
    electronCount 1 0 t = 1 ∧
      internalEnergy 1 0 t = -t * Real.tanh (t / 2) ∧
      hellmannFeynman 1 0 t = -Real.tanh (t / 2) ∧
      HasDerivAt (internalEnergy 1 0)
        (hellmannFeynman 1 0 t - t / (2 * Real.cosh (t / 2) ^ 2)) t ∧
      (t ≠ 0 → deriv (internalEnergy 1 0) t ≠ hellmannFeynman 1 0 t) ∧
      HasDerivAt (freeEnergy 1 1 0) (hellmannFeynman 1 0 t) t := by
  refine ⟨(electronCount_eq_one_iff 1 0 t one_ne_zero).mpr rfl, ?_, ?_, ?_, ?_,
    hasDerivAt_freeEnergy 1 1 t (one_mul 1)⟩
  · simpa only [one_mul] using internalEnergy_eq 1 t
  · simpa only [one_mul] using hellmannFeynman_eq 1 t
  · rw [hellmannFeynman_eq]
    simpa only [one_mul] using hasDerivAt_internalEnergy 1 t
  · intro ht h
    exact ht ((deriv_internalEnergy_sub_hellmannFeynman 1 t one_ne_zero).2.mp h)

end

end TwoLevelFermiSmearing
```

```lean
#print axioms TwoLevelFermiSmearing.deriv_internalEnergy_sub_hellmannFeynman
-- 'TwoLevelFermiSmearing.deriv_internalEnergy_sub_hellmannFeynman' depends on axioms: [propext, Classical.choice, Quot.sound]
#print axioms TwoLevelFermiSmearing.hasDerivAt_entropyTerm
-- 'TwoLevelFermiSmearing.hasDerivAt_entropyTerm' depends on axioms: [propext, Classical.choice, Quot.sound]
#print axioms TwoLevelFermiSmearing.unit_temperature_counterexample
-- 'TwoLevelFermiSmearing.unit_temperature_counterexample' depends on axioms: [propext, Classical.choice, Quot.sound]
```
